# Projecting a positive definite response matrix onto a finite basis never raises the polarizability

The dispersion coefficient $C_6$ of two molecules follows from their polarizabilities at imaginary frequencies. Each polarizability can be computed by solving a linear response equation, often in a limited set of basis vectors. In which direction does that limitation push the result?

Let $A$ be the real response matrix at one imaginary frequency, zero included, and $d$ the vector of dipole couplings. For a stable reference state, in which every distortion costs energy, $A$ is positive definite. In Lean, `PosDef` includes the symmetry of $A$. The finite types `n` and `p` index the full spaces of the two monomers, `m` and `q` their bases, and `ι` the frequency nodes.

```lean
import Mathlib

open Matrix

namespace BasisSetPolarizability

noncomputable section

variable {n m p q ι : Type*} [Fintype n] [DecidableEq n] [Fintype m] [DecidableEq m]
  [Fintype p] [DecidableEq p] [Fintype q] [DecidableEq q] [Fintype ι]
```

The response $y$ solves $Ay=d$, and the polarizability is $\alpha=d\cdot y=d^TA^{-1}d$. Numerical prefactors are absorbed into $A$ and $d$.

```lean
/-- The polarizability `dᵀ A⁻¹ d` for an invertible response matrix `A` and dipole vector `d`. -/
def polarizability (A : Matrix n n ℝ) (d : n → ℝ) : ℝ := d ⬝ᵥ A⁻¹ *ᵥ d
```

The columns of $U$ are the basis vectors, which need not be orthonormal. The basis replaces $A$ by $U^TAU$ and $d$ by $U^Td$, giving a polarizability $\alpha_U$.

```lean
/-- The polarizability computed in the basis formed by the columns of `U`, for invertible
`Uᵀ A U`: both the response matrix and the dipole vector are projected. -/
def basisPolarizability (A : Matrix n n ℝ) (U : Matrix n m ℝ) (d : n → ℝ) : ℝ :=
  polarizability (Uᵀ * A * U) (Uᵀ *ᵥ d)
```

Both polarizabilities are values of one functional of a trial response $x$, $H(x)=2\,d\cdot x-x\cdot Ax$.

```lean
/-- The Hylleraas functional `2 d·x - x·A x` of a trial response `x`. -/
def hylleraas (A : Matrix n n ℝ) (d x : n → ℝ) : ℝ := 2 * (d ⬝ᵥ x) - x ⬝ᵥ A *ᵥ x
```

## The projected equation is solvable

If the columns of $U$ are linearly independent and $c\neq0$, then $Uc\neq0$ and
$$c\cdot(U^TAU)c=(Uc)\cdot A(Uc)>0.$$
The proof passes from linear independence to injectivity of $c\mapsto Uc$, then applies Mathlib's version of this inequality.

```lean
omit [DecidableEq n] [DecidableEq m] in
/-- The response matrix projected on linearly independent basis vectors is again
positive definite. -/
theorem projected_posDef {A : Matrix n n ℝ} (hA : A.PosDef) {U : Matrix n m ℝ}
    (hU : LinearIndependent ℝ U.col) : (Uᵀ * A * U).PosDef := by
  have h := hA.conjTranspose_mul_mul_same (Matrix.mulVec_injective_iff.2 hU)
  rwa [conjTranspose_eq_transpose_of_trivial] at h
```

## The error of a trial response is quadratic

With $y=A^{-1}d$ and $A$ symmetric, $y\cdot Ax=(Ay)\cdot x=d\cdot x$. Hence
$$(y-x)\cdot A(y-x)=d\cdot y-2\,d\cdot x+x\cdot Ax=\alpha-H(x).$$
In the code, `hy` is $Ay=d$, `h1` is the symmetry step, and `linear_combination` collects the terms.

```lean
/-- For positive definite `A`, the Hylleraas functional differs from the polarizability by the
quadratic form of `A` in the error of the trial response. -/
theorem hylleraas_gap {A : Matrix n n ℝ} (hA : A.PosDef) (d x : n → ℝ) :
    polarizability A d - hylleraas A d x =
      (A⁻¹ *ᵥ d - x) ⬝ᵥ A *ᵥ (A⁻¹ *ᵥ d - x) := by
  have hs : Aᵀ = A := by
    have h := hA.isHermitian.eq
    rwa [conjTranspose_eq_transpose_of_trivial] at h
  -- the exact response solves the linear response equation
  have hy : A *ᵥ (A⁻¹ *ᵥ d) = d := by
    rw [mulVec_mulVec, mul_nonsing_inv _ hA.det_pos.ne'.isUnit, one_mulVec]
  have h1 : (A⁻¹ *ᵥ d) ⬝ᵥ A *ᵥ x = x ⬝ᵥ d := by
    rw [dotProduct_mulVec, ← mulVec_transpose, hs, hy, dotProduct_comm]
  have h2 := dotProduct_comm d (A⁻¹ *ᵥ d)
  have h3 := dotProduct_comm d x
  unfold polarizability hylleraas
  rw [mulVec_sub, hy, sub_dotProduct, dotProduct_sub, dotProduct_sub]
  linear_combination h2 - 2 * h3 + h1
```

The left side is zero for $x=y$ and positive otherwise, so $H(x)\le\alpha$, with equality only at the exact response. The proof splits into these two cases.

```lean
/-- Variational principle for positive definite `A`: the Hylleraas functional is at most the
polarizability, with equality exactly at the response `A⁻¹ d`. -/
theorem hylleraas_le {A : Matrix n n ℝ} (hA : A.PosDef) (d x : n → ℝ) :
    hylleraas A d x ≤ polarizability A d ∧
      (hylleraas A d x = polarizability A d ↔ x = A⁻¹ *ᵥ d) := by
  have hg := hylleraas_gap hA d x
  by_cases hx : x = A⁻¹ *ᵥ d
  · rw [← hx, sub_self x, zero_dotProduct] at hg
    exact ⟨by linarith, fun _ => hx, fun _ => by linarith⟩
  · have hpos := hA.dotProduct_mulVec_pos (sub_ne_zero.2 (Ne.symm hx))
    rw [star_trivial] at hpos
    exact ⟨by linarith, fun h => by exfalso; linarith, fun h => absurd h hx⟩
```

## A basis restricts the trial responses

For $x=Uc$, moving $U$ across the dot products gives $d\cdot Uc=(U^Td)\cdot c$ and $(Uc)\cdot A(Uc)=c\cdot(U^TAU)c$. Thus $H(Uc)=H_U(c)$, where $H_U$ is the functional built from the projected matrix and vector.

```lean
omit [DecidableEq n] [DecidableEq m] in
/-- For a trial response expanded in the basis, the Hylleraas functional equals the projected
functional of the expansion coefficients. -/
theorem hylleraas_restrict (A : Matrix n n ℝ) (U : Matrix n m ℝ) (d : n → ℝ) (c : m → ℝ) :
    hylleraas A d (U *ᵥ c) = hylleraas (Uᵀ * A * U) (Uᵀ *ᵥ d) c := by
  have h1 : d ⬝ᵥ U *ᵥ c = (Uᵀ *ᵥ d) ⬝ᵥ c := by
    rw [dotProduct_mulVec, mulVec_transpose]
  have h2 : c ⬝ᵥ (Uᵀ * A * U) *ᵥ c = (U *ᵥ c) ⬝ᵥ A *ᵥ (U *ᵥ c) := by
    rw [← mulVec_mulVec, ← mulVec_mulVec, dotProduct_mulVec c, vecMul_transpose]
  unfold hylleraas
  rw [h1, h2]
```

Let $c_*=(U^TAU)^{-1}U^Td$. Then
$$\alpha_U=H_U(c_*)=H(Uc_*)\le\alpha.$$
Equality forces $Uc_*=A^{-1}d$, so the exact response lies in the range of $U$. Conversely, if $A^{-1}d=Uc$, then $\alpha=H(Uc)=H_U(c)\le\alpha_U$, and the two values agree. The first chain is `hα` followed by `hle`; the last two bullets prove the two directions of the equivalence.

```lean
/-- For positive definite `A`, a finite basis never overestimates the polarizability, and it is
exact if and only if the response `A⁻¹ d` lies in the span of the basis. -/
theorem basisPolarizability_le {A : Matrix n n ℝ} (hA : A.PosDef) {U : Matrix n m ℝ}
    (hU : LinearIndependent ℝ U.col) (d : n → ℝ) :
    basisPolarizability A U d ≤ polarizability A d ∧
      (basisPolarizability A U d = polarizability A d ↔
        A⁻¹ *ᵥ d ∈ Set.range U.mulVec) := by
  have hP := projected_posDef hA hU
  -- the basis result is the functional at the projected response
  have hα : basisPolarizability A U d =
      hylleraas A d (U *ᵥ ((Uᵀ * A * U)⁻¹ *ᵥ (Uᵀ *ᵥ d))) := by
    rw [hylleraas_restrict]
    exact ((hylleraas_le hP _ _).2.2 rfl).symm
  have hle : basisPolarizability A U d ≤ polarizability A d := by
    rw [hα]
    exact (hylleraas_le hA d _).1
  refine ⟨hle, fun h => ?_, ?_⟩
  · rw [hα] at h
    exact ⟨_, (hylleraas_le hA d _).2.1 h⟩
  · rintro ⟨c, hc⟩
    -- the exact response is an admissible trial vector
    have h1 := (hylleraas_le hA d (U *ᵥ c)).2.2 hc
    rw [hylleraas_restrict] at h1
    have h2 : _ ≤ basisPolarizability A U d := (hylleraas_le hP (Uᵀ *ᵥ d) c).1
    exact le_antisymm hle (h1 ▸ h2)
```

The theorem compares projections of one fixed, finite matrix. Changing the atomic-orbital basis of a molecule generally changes the reference state too, and with it $A$; that effect is not covered.

The matrix $A$ must also be projected as a whole. In time-dependent Hartree–Fock theory with real orbitals and a stable reference state, the matrix at the imaginary frequency $i\omega$ has the form $A=M+\omega^2N^{-1}$, where $M$ and $N$ are positive definite and independent of $\omega$. Suppose that $M$ and $N$ are projected separately. For orthonormal columns of $U$, the basis matrix is then $U^TMU+\omega^2(U^TNU)^{-1}$, which in general differs from $U^TAU$ when $\omega\neq0$, and the bound can fail. For example, let $M$ be the identity, $N=\begin{pmatrix}2&1\\1&2\end{pmatrix}$, $\omega=1$ and $d=(1,0)$. The full polarizability is $5/8$, but separate projection on the first basis vector gives $2/3$.

## Enlarging the basis

If the smaller basis is $VW$, with the columns of $W$ now indexed by `p`, its matrix is $W^T(V^TAV)W$ and its dipole vector is $W^T(V^Td)$. The previous theorem applies with $V^TAV$ as the full matrix.

```lean
/-- For positive definite `A` and nested bases, the smaller basis `V W` gives at most the
polarizability of the larger basis `V`. -/
theorem basisPolarizability_mono {A : Matrix n n ℝ} (hA : A.PosDef) {V : Matrix n m ℝ}
    (hV : LinearIndependent ℝ V.col) {W : Matrix m p ℝ} (hW : LinearIndependent ℝ W.col)
    (d : n → ℝ) : basisPolarizability A (V * W) d ≤ basisPolarizability A V d := by
  have h := (basisPolarizability_le (projected_posDef hA hV) hW (Vᵀ *ᵥ d)).1
  have e : basisPolarizability A (V * W) d =
      basisPolarizability (Vᵀ * A * V) W (Vᵀ *ᵥ d) := by
    unfold basisPolarizability
    rw [transpose_mul, mulVec_mulVec]
    simp only [Matrix.mul_assoc]
  rw [e]
  exact h
```

An iterative subspace solver can use this structure: it stores linearly independent trial vectors as columns, solves the small system obtained by projecting $A$ and $d$, and adds vectors until the residual is small. For fixed positive definite $A$ and exact arithmetic, the polarizability estimate never decreases as the subspace grows.

## From polarizabilities to $C_6$

The isotropic polarizability averages over three dipole vectors.

```lean
/-- The isotropic polarizability: the mean over three Cartesian dipole vectors, for invertible
`A`. -/
def isotropic (A : Matrix n n ℝ) (d : Fin 3 → n → ℝ) : ℝ := (∑ j, polarizability A (d j)) / 3
```

In atomic units, the Casimir–Polder integral becomes the quadrature
$$C_6\approx\frac{3}{\pi}\sum_k w_k\,\bar\alpha_A(i\omega_k)\,\bar\alpha_B(i\omega_k).$$
The code takes one matrix per node and monomer; the frequencies themselves do not appear.

```lean
/-- Casimir–Polder quadrature for C6, with weights `w k` and invertible response matrices `A k`
and `B k` of the two monomers at the imaginary-frequency nodes `k`. -/
def c6 (w : ι → ℝ) (A : ι → Matrix n n ℝ) (d : Fin 3 → n → ℝ)
    (B : ι → Matrix p p ℝ) (e : Fin 3 → p → ℝ) : ℝ :=
  3 / Real.pi * ∑ k, w k * (isotropic (A k) d * isotropic (B k) e)
```

The trial response $x=0$ gives $0=H(0)\le\alpha$, so the average is nonnegative.

```lean
/-- The isotropic polarizability of a positive definite response matrix is nonnegative. -/
theorem isotropic_nonneg {A : Matrix n n ℝ} (hA : A.PosDef) (d : Fin 3 → n → ℝ) :
    0 ≤ isotropic A d := by
  refine div_nonneg (Finset.sum_nonneg fun j _ => ?_) (by norm_num)
  simpa [hylleraas] using (hylleraas_le hA (d j) 0).1
```

Nonnegative factors that do not increase have a product that does not increase, and weights $w_k\ge0$ preserve this in the sum. Each monomer keeps one basis for all nodes and directions, and the matrix at each node is projected as a whole. The theorem compares two quadratures, not either one with the integral.

```lean
/-- With nonnegative quadrature weights and positive definite response matrices, finite bases `U`
and `V` on the two monomers never overestimate the C6 coefficient of the quadrature. -/
theorem c6_basis_le {w : ι → ℝ} (hw : ∀ k, 0 ≤ w k)
    {A : ι → Matrix n n ℝ} (hA : ∀ k, (A k).PosDef) (d : Fin 3 → n → ℝ)
    {B : ι → Matrix p p ℝ} (hB : ∀ k, (B k).PosDef) (e : Fin 3 → p → ℝ)
    {U : Matrix n m ℝ} (hU : LinearIndependent ℝ U.col)
    {V : Matrix p q ℝ} (hV : LinearIndependent ℝ V.col) :
    c6 w (fun k => Uᵀ * A k * U) (fun j => Uᵀ *ᵥ d j)
      (fun k => Vᵀ * B k * V) (fun j => Vᵀ *ᵥ e j) ≤ c6 w A d B e := by
  refine mul_le_mul_of_nonneg_left (Finset.sum_le_sum fun k _ => ?_) (by positivity)
  refine mul_le_mul_of_nonneg_left (mul_le_mul ?_ ?_ ?_ ?_) (hw k)
  · exact div_le_div_of_nonneg_right
      (Finset.sum_le_sum fun j _ => (basisPolarizability_le (hA k) hU (d j)).1) (by norm_num)
  · exact div_le_div_of_nonneg_right
      (Finset.sum_le_sum fun j _ => (basisPolarizability_le (hB k) hV (e j)).1) (by norm_num)
  · exact isotropic_nonneg (projected_posDef (hB k) hV) _
  · exact isotropic_nonneg (hA k) d
```

## An excitation without a dipole that still matters

Take $A=\begin{pmatrix}2&1\\1&2\end{pmatrix}$ and $d=(1,0)$. The first excitation alone gives $\alpha_U=1/2$. The full response is $A^{-1}d=(2/3,-1/3)$, so $\alpha=2/3$: the second excitation has no dipole coupling but contributes through its coupling to the first. It is a basis vector, not an eigenvector of $A$; an eigenvector without dipole coupling would contribute nothing. The proof verifies both inverses by multiplication.

```lean
/-- Two coupled excitations, of which only the first carries a dipole: keeping the first alone
gives 1/2, while the full polarizability is 2/3. -/
theorem truncated_two_state :
    basisPolarizability !![2, 1; 1, 2] (!![1; 0] : Matrix (Fin 2) (Fin 1) ℝ) ![1, 0] = 1 / 2 ∧
      polarizability !![2, 1; 1, 2] ![1, 0] = 2 / 3 := by
  have h1 : (!![2, 1; 1, 2] : Matrix (Fin 2) (Fin 2) ℝ)⁻¹ =
      !![2 / 3, -1 / 3; -1 / 3, 2 / 3] := by
    apply inv_eq_right_inv
    ext i j
    fin_cases i <;> fin_cases j <;> norm_num [Matrix.mul_apply, Fin.sum_univ_succ]
  have h2 : ((!![1; 0] : Matrix (Fin 2) (Fin 1) ℝ)ᵀ *
      (!![2, 1; 1, 2] : Matrix (Fin 2) (Fin 2) ℝ) *
      (!![1; 0] : Matrix (Fin 2) (Fin 1) ℝ))⁻¹ = !![1 / 2] := by
    apply inv_eq_right_inv
    ext i j
    fin_cases i
    fin_cases j
    norm_num [Matrix.mul_apply, Fin.sum_univ_succ]
  constructor
  · unfold basisPolarizability polarizability
    rw [h2]
    norm_num [dotProduct, mulVec, Fin.sum_univ_succ]
  · unfold polarizability
    rw [h1]
    norm_num [dotProduct, mulVec, Fin.sum_univ_succ]

end

end BasisSetPolarizability
```

```lean
#print axioms BasisSetPolarizability.basisPolarizability_le
#print axioms BasisSetPolarizability.basisPolarizability_mono
#print axioms BasisSetPolarizability.c6_basis_le
#print axioms BasisSetPolarizability.truncated_two_state
```

```
'BasisSetPolarizability.basisPolarizability_le' depends on axioms: [propext, Classical.choice, Quot.sound]
'BasisSetPolarizability.basisPolarizability_mono' depends on axioms: [propext, Classical.choice, Quot.sound]
'BasisSetPolarizability.c6_basis_le' depends on axioms: [propext, Classical.choice, Quot.sound]
'BasisSetPolarizability.truncated_two_state' depends on axioms: [propext, Classical.choice, Quot.sound]
```
